# The closing bond of a Jordan–Wigner spin ring carries the parity operator

On a ring of qubits numbered \(0,\dots,n\), the bond that closes the ring is \(X_nX_0 = i\,P\,d_n c_0\), where \(c_0=X_0\) and \(d_n=Z_0\cdots Z_{n-1}Y_n\) are Majorana operators and \(P=Z_0\cdots Z_n\) is the parity. The bonds inside the chain contain no \(P\). A closed transverse-field Ising chain should therefore become a fermion ring that is antiperiodic for even parity and periodic for odd parity. I keep losing track of the signs here. Can the whole argument, from the Pauli matrices to the Hamiltonian in a parity sector, be made rigorous and checked by machine?

## Cancelling the Z strings

Yes. Write \(S_j=Z_0\cdots Z_{j-1}\) for the string before site \(j\), with \(S_0=1\), and set

\[
c_j=S_jX_j,\qquad d_j=S_jY_j .
\]

On one site, \(ZY=-iX\), \(YZ=iX\), \(XY=iZ\) and \(ZX=-XZ\). Each string satisfies \(S_j^2=1\) and commutes with \(X_j\), because it does not touch site \(j\).

**Closing bond.** Since \(P=Z_nS_n\),

\[
P\,d_n=Z_nS_nS_nY_n=Z_nY_n=-iX_n .
\]

Multiplying by \(i\) on the left and by \(c_0=X_0\) on the right gives \(i\,P\,d_nc_0=X_nX_0\).

To let \(P\) act on a state, it has to stand on the right. Each \(X_j\) anticommutes with \(P\), so the product \(X_nX_0\) commutes with it. Multiplying the identity by \(P\) from the left and using \(P^2=1\) gives \(i\,d_nc_0=P X_nX_0=X_nX_0P\). A further \(P\) from the right gives

\[
X_nX_0=i\,d_nc_0\,P .
\]

**Inner bonds and field.** With \(S_{j+1}=Z_jS_j\),

\[
d_jc_{j+1}=S_jY_jZ_jS_jX_{j+1}=i\,S_jX_jS_jX_{j+1}=i\,X_jX_{j+1},
\]

so \(X_jX_{j+1}=-i\,d_jc_{j+1}\). Likewise \(c_jd_j=S_jX_jS_jY_j=X_jY_j=iZ_j\), so \(Z_j=-i\,c_jd_j\).

**Hamiltonian.** Take

\[
H=-J\Big(\sum_{j=0}^{n-1}X_jX_{j+1}+X_nX_0\Big)-h\sum_{j=0}^{n}Z_j
\]

with coupling \(J\) and field \(h\). If \(P\psi=p\psi\), the closing bond acts as \(X_nX_0\psi=ip\,d_nc_0\psi\), and

\[
H\psi=iJ\Big(\sum_{j=0}^{n-1}d_jc_{j+1}-p\,d_nc_0\Big)\psi+ih\sum_{j=0}^{n}c_jd_j\,\psi .
\]

Compared with an inner bond, the closing one has the extra factor \(-p\). This amounts to setting \(c_{n+1}=-p\,c_0\): antiperiodic for \(p=1\), periodic for \(p=-1\).

**No common factor.** Suppose \(X_nX_0=\eta\,d_nc_0\) held on the whole space for one number \(\eta\). Then \(\eta X_nX_0=iP(\eta\,d_nc_0)=iPX_nX_0\). Apply both sides to the state whose amplitudes are all 1, which \(X_nX_0\) leaves unchanged. An even bit string gives \(\eta=i\) and an odd one gives \(\eta=-i\), a contradiction.

## From bit strings to a parity sector

A state is a function from bit strings to complex amplitudes, and `Op n` is the type of linear operators on such states for `n` qubits. The bit `false` has \(Z=+1\) and `true` has \(Z=-1\), so even parity means an even number of `true` bits. `X j`, `Y j` and `Z j` are defined by their action on amplitudes, and `zString S` multiplies each amplitude by the signs of the sites in `S`. `Finset.Iio j` is the set of sites before `j`, so `majC j` and `majD j` are \(c_j\) and \(d_j\).

The ring has `n + 1` sites, the last being `Fin.last n`. For an inner bond, `j.castSucc` and `j.succ` are sites \(j\) and \(j+1\).

- `boundary_bond` is \(X_nX_0=i\,P\,d_nc_0\), and `boundary_bond_right` has the parity on the right.
- `closedChain_on_parity_sector` says that `closedChain n J h` and `majoranaRing n J h (-p)` give the same result on any `ψ` with `parity ψ = p • ψ`. For a nonzero state, \(P^2=1\) forces \(p=\pm1\).
- `no_uniform_boundary_factor` excludes a single scalar for the closing bond.

The statements hold for every \(n\ge0\). With one site the closing bond is the identity, and with two sites it repeats the inner bond, so \(H\) counts that bond twice. The couplings are uniform and may be complex; real values give the physical, Hermitian chain. The file does not derive the anticommutation relations of the Majoranas or the spectrum of the ring.

The condition on \(\psi\) cannot be dropped. On two sites, let \(J=1\), \(h=0\) and \(\psi=(|00\rangle+|01\rangle)/\sqrt2\), which mixes the parities. The spin chain gives

\[
H\psi=-\tfrac{1}{\sqrt2}\big(2|11\rangle+2|10\rangle\big),
\]

while `majoranaRing` with boundary factor \(\eta\), which is measured relative to an inner bond and so puts \(-i\eta\,d_nc_0\) in place of \(X_nX_0\), gives

\[
-\tfrac{1}{\sqrt2}\big((1-\eta)|11\rangle+(1+\eta)|10\rangle\big).
\]

Agreement would need \(\eta=-1\) and \(\eta=1\) at once.

The exact spectrum of this finite chain, which can serve as a test for a quantum simulation, can be computed from two quadratic fermion problems, one for each boundary condition, keeping from each only the states of matching parity.

## The checked file

In Lean 4 with Mathlib:

```lean
import Mathlib

open Complex (I)

namespace PeriodicJordanWigner

noncomputable section

/-- Linear operators on the state space of `n` qubits, with states given by their amplitudes
on bit strings. -/
abbrev Op (n : ℕ) := Module.End ℂ ((Fin n → Bool) → ℂ)

/-- The eigenvalue of Pauli Z on a basis state of one qubit: `1` for `false`, `-1` for `true`. -/
def sgn (b : Bool) : ℂ := if b then -1 else 1

/-- The bit string with the bit at site `j` reversed. -/
def flipAt {n : ℕ} (j : Fin n) (s : Fin n → Bool) : Fin n → Bool :=
  Function.update s j (!s j)

/-- Pauli X on site `j`. -/
def X {n : ℕ} (j : Fin n) : Op n where
  toFun ψ := fun s => ψ (flipAt j s)
  map_add' _ _ := rfl
  map_smul' _ _ := rfl

/-- Pauli Y on site `j`. -/
def Y {n : ℕ} (j : Fin n) : Op n where
  toFun ψ := fun s => -I * sgn (s j) * ψ (flipAt j s)
  map_add' φ ψ := by
    funext s
    simp only [Pi.add_apply]
    ring
  map_smul' a ψ := by
    funext s
    simp only [Pi.smul_apply, smul_eq_mul, RingHom.id_apply]
    ring

/-- Pauli Z on site `j`. -/
def Z {n : ℕ} (j : Fin n) : Op n where
  toFun ψ := fun s => sgn (s j) * ψ s
  map_add' φ ψ := by
    funext s
    simp only [Pi.add_apply]
    ring
  map_smul' a ψ := by
    funext s
    simp only [Pi.smul_apply, smul_eq_mul, RingHom.id_apply]
    ring

/-- The string of Pauli Z operators on the sites in `S`. -/
def zString {n : ℕ} (S : Finset (Fin n)) : Op n where
  toFun ψ := fun s => (∏ k ∈ S, sgn (s k)) * ψ s
  map_add' φ ψ := by
    funext s
    simp only [Pi.add_apply]
    ring
  map_smul' a ψ := by
    funext s
    simp only [Pi.smul_apply, smul_eq_mul, RingHom.id_apply]
    ring

/-- The parity operator: Pauli Z on every site. -/
def parity {n : ℕ} : Op n := zString Finset.univ

/-- The Majorana operator `c_j`: Z on all sites before `j`, X on site `j`. -/
def majC {n : ℕ} (j : Fin n) : Op n := zString (Finset.Iio j) * X j

/-- The Majorana operator `d_j`: Z on all sites before `j`, Y on site `j`. -/
def majD {n : ℕ} (j : Fin n) : Op n := zString (Finset.Iio j) * Y j

/-- The closed Ising chain of `n + 1` spins with coupling `J` and transverse field `h`. -/
def closedChain (n : ℕ) (J h : ℂ) : Op (n + 1) :=
  -(J • (∑ j : Fin n, X j.castSucc * X j.succ + X (Fin.last n) * X 0)) - h • ∑ j, Z j

/-- The quadratic Majorana Hamiltonian on a ring of `n + 1` sites, whose closing bond
carries the boundary factor `η`. -/
def majoranaRing (n : ℕ) (J h η : ℂ) : Op (n + 1) :=
  (I * J) • (∑ j : Fin n, majD j.castSucc * majC j.succ + η • (majD (Fin.last n) * majC 0))
    + (I * h) • ∑ j, majC j * majD j

/-- Products of Pauli operators on one site: `ZY = -iX`, `YZ = iX`, `XY = iZ`, `ZX = -XZ`. -/
theorem pauli_products {n : ℕ} (j : Fin n) :
    Z j * Y j = (-I) • X j ∧ Y j * Z j = I • X j ∧ X j * Y j = I • Z j ∧
      Z j * X j = -(X j * Z j) := by
  have hs : ∀ b, sgn b * sgn b = 1 := by intro b; cases b <;> simp [sgn]
  have hn : ∀ b, sgn (!b) = -sgn b := by intro b; cases b <;> simp [sgn]
  have hf : ∀ s, flipAt j s j = !s j := by intro s; simp [flipAt]
  have hff : ∀ s, flipAt j (flipAt j s) = s := by intro s; simp [flipAt]
  refine ⟨?_, ?_, ?_, ?_⟩ <;> refine LinearMap.ext fun ψ => funext fun s => ?_
  · change sgn (s j) * (-I * sgn (s j) * ψ (flipAt j s)) = -I * ψ (flipAt j s)
    linear_combination (-I * ψ (flipAt j s)) * hs (s j)
  · change -I * sgn (s j) * (sgn (flipAt j s j) * ψ (flipAt j s)) = I * ψ (flipAt j s)
    rw [hf, hn]
    linear_combination (I * ψ (flipAt j s)) * hs (s j)
  · change -I * sgn (flipAt j s j) * ψ (flipAt j (flipAt j s)) = I * (sgn (s j) * ψ s)
    rw [hff, hf, hn]
    ring
  · change sgn (s j) * ψ (flipAt j s) = -(sgn (flipAt j s j) * ψ (flipAt j s))
    rw [hf, hn]
    ring

/-- The empty Z string is the identity, and adding a new site multiplies the string by
Z on that site. -/
theorem zString_build {n : ℕ} : zString (∅ : Finset (Fin n)) = 1 ∧
    ∀ (j : Fin n) (S : Finset (Fin n)), j ∉ S → zString (insert j S) = Z j * zString S := by
  refine ⟨LinearMap.ext fun ψ => funext fun s => ?_,
    fun j S hj => LinearMap.ext fun ψ => funext fun s => ?_⟩
  · change (∏ k ∈ (∅ : Finset (Fin n)), sgn (s k)) * ψ s = ψ s
    rw [Finset.prod_empty, one_mul]
  · change (∏ k ∈ insert j S, sgn (s k)) * ψ s = sgn (s j) * ((∏ k ∈ S, sgn (s k)) * ψ s)
    rw [Finset.prod_insert hj, mul_assoc]

/-- Every Z string squares to the identity. -/
theorem zString_mul_self {n : ℕ} (S : Finset (Fin n)) : zString S * zString S = 1 := by
  refine LinearMap.ext fun ψ => funext fun s => ?_
  change (∏ k ∈ S, sgn (s k)) * ((∏ k ∈ S, sgn (s k)) * ψ s) = ψ s
  have h : (∏ k ∈ S, sgn (s k)) * (∏ k ∈ S, sgn (s k)) = 1 := by
    rw [← Finset.prod_mul_distrib]
    refine Finset.prod_eq_one fun k _ => ?_
    cases s k <;> simp [sgn]
  rw [← mul_assoc, h, one_mul]

/-- A Z string commutes with X on any site outside the string. -/
theorem zString_comm {n : ℕ} {j : Fin n} {S : Finset (Fin n)} (hj : j ∉ S) :
    zString S * X j = X j * zString S := by
  refine LinearMap.ext fun ψ => funext fun s => ?_
  change (∏ k ∈ S, sgn (s k)) * ψ (flipAt j s)
    = (∏ k ∈ S, sgn (flipAt j s k)) * ψ (flipAt j s)
  have h : ∏ k ∈ S, sgn (flipAt j s k) = ∏ k ∈ S, sgn (s k) := by
    refine Finset.prod_congr rfl fun k hk => ?_
    have hne : k ≠ j := fun e => hj (e ▸ hk)
    simp [flipAt, hne]
  rw [h]

/-- The bond that closes the chain is `X_n X_0 = i P d_n c_0`, with `P` the parity. -/
theorem boundary_bond (n : ℕ) :
    X (Fin.last n) * X 0 = I • (parity * majD (Fin.last n) * majC 0) := by
  have hc : majC (0 : Fin (n + 1)) = X 0 := by
    have h0 : Finset.Iio (0 : Fin (n + 1)) = ∅ := by ext k; simp
    rw [majC, h0, zString_build.1, one_mul]
  have hu : (Finset.univ : Finset (Fin (n + 1)))
      = insert (Fin.last n) (Finset.Iio (Fin.last n)) := by
    ext k
    simp only [Finset.mem_univ, Finset.mem_insert, Finset.mem_Iio, true_iff]
    exact (Fin.le_last k).eq_or_lt
  -- the two strings cancel and leave Z Y on the last site
  have hp : parity * majD (Fin.last n) = (-I) • X (Fin.last n) := by
    rw [parity, hu, zString_build.2 _ _ (by simp), majD, mul_assoc,
      ← mul_assoc (zString _) (zString _), zString_mul_self, one_mul, (pauli_products _).1]
  rw [hp, hc, smul_mul_assoc, smul_smul]
  simp

/-- The parity may equally stand on the right: `X_n X_0 = i d_n c_0 P`. -/
theorem boundary_bond_right (n : ℕ) :
    X (Fin.last n) * X 0 = I • (majD (Fin.last n) * majC 0 * parity) := by
  have hPP : (parity : Op (n + 1)) * parity = 1 := zString_mul_self _
  have hnm : ∀ A B : Op (n + 1), -A * B = -(A * B) :=
    fun A B => LinearMap.ext fun ψ => rfl
  have hmn : ∀ A B : Op (n + 1), A * -B = -(A * B) :=
    fun A B => LinearMap.ext fun ψ => map_neg A (B ψ)
  have hnn : ∀ A : Op (n + 1), - -A = A :=
    fun A => LinearMap.ext fun ψ => neg_neg (A ψ)
  -- a single spin flip reverses the parity
  have hanti : ∀ j : Fin (n + 1), parity * X j = -(X j * parity) := by
    intro j
    have hj : j ∉ Finset.univ.erase j := by simp
    have hp : (parity : Op (n + 1)) = Z j * zString (Finset.univ.erase j) := by
      unfold parity
      rw [← zString_build.2 j _ hj, Finset.insert_erase (Finset.mem_univ j)]
    rw [hp, mul_assoc (Z j) _ (X j), zString_comm hj, ← mul_assoc (Z j) (X j),
      (pauli_products j).2.2.2, hnm, mul_assoc (X j) (Z j)]
  have hB : parity * (X (Fin.last n) * X 0) = X (Fin.last n) * X 0 * parity := by
    rw [← mul_assoc parity, hanti, hnm, mul_assoc (X (Fin.last n)) parity, hanti,
      hmn, hnn, mul_assoc]
  have hD : I • (majD (Fin.last n) * majC 0) = parity * (X (Fin.last n) * X 0) := by
    rw [boundary_bond, mul_smul_comm, mul_assoc parity (majD _), ← mul_assoc parity parity,
      hPP, one_mul]
  rw [← smul_mul_assoc, hD, hB, mul_assoc (X (Fin.last n) * X 0) parity parity, hPP, mul_one]

/-- A bond inside the chain is `X_j X_(j+1) = -i d_j c_(j+1)`, without the parity. -/
theorem bulk_bond {n : ℕ} (j : Fin n) :
    X j.castSucc * X j.succ = (-I) • (majD j.castSucc * majC j.succ) := by
  have hI : Finset.Iio j.succ = insert j.castSucc (Finset.Iio j.castSucc) := by
    ext k
    simp only [Finset.mem_Iio, Finset.mem_insert, Fin.lt_def, Fin.ext_iff]
    change k.val < j.val + 1 ↔ k.val = j.val ∨ k.val < j.val
    omega
  have h : majD j.castSucc * majC j.succ = I • (X j.castSucc * X j.succ) := by
    rw [majD, majC, hI, zString_build.2 _ _ (by simp)]
    generalize hA : zString (Finset.Iio j.castSucc) = A
    have hAA : A * A = 1 := by rw [← hA, zString_mul_self]
    have hAX : A * X j.castSucc = X j.castSucc * A := by
      rw [← hA, zString_comm (by simp)]
    calc A * Y j.castSucc * (Z j.castSucc * A * X j.succ)
        = A * (Y j.castSucc * Z j.castSucc) * A * X j.succ := by simp only [mul_assoc]
      _ = I • (A * X j.castSucc * A * X j.succ) := by
          rw [(pauli_products _).2.1]
          simp only [mul_smul_comm, smul_mul_assoc]
      _ = I • (X j.castSucc * (A * A) * X j.succ) := by rw [hAX]; simp only [mul_assoc]
      _ = I • (X j.castSucc * X j.succ) := by rw [hAA, mul_one]
  rw [h, smul_smul]
  simp

/-- The transverse field on one site is `Z_j = -i c_j d_j`. -/
theorem field_term {n : ℕ} (j : Fin n) : Z j = (-I) • (majC j * majD j) := by
  have h : majC j * majD j = I • Z j := by
    rw [majC, majD, zString_comm (by simp), mul_assoc (X j),
      ← mul_assoc (zString _) (zString _), zString_mul_self, one_mul,
      (pauli_products j).2.2.1]
  rw [h, smul_smul]
  simp

/-- On a state of parity `p`, the closed spin chain acts as the Majorana ring with
boundary factor `-p`. -/
theorem closedChain_on_parity_sector (n : ℕ) (J h p : ℂ) (ψ : (Fin (n + 1) → Bool) → ℂ)
    (hψ : parity ψ = p • ψ) : closedChain n J h ψ = majoranaRing n J h (-p) ψ := by
  have hbulk : ∑ j : Fin n, X j.castSucc * X j.succ
      = (-I) • ∑ j : Fin n, majD j.castSucc * majC j.succ := by
    rw [Finset.smul_sum]
    exact Finset.sum_congr rfl fun j _ => bulk_bond j
  have hfield : ∑ j : Fin (n + 1), Z j = (-I) • ∑ j : Fin (n + 1), majC j * majD j := by
    rw [Finset.smul_sum]
    exact Finset.sum_congr rfl fun j _ => field_term j
  -- in the closing bond the parity acts on the state and becomes the number p
  have hb : (X (Fin.last n) * X 0 : Op (n + 1)) ψ
      = (I * p) • (majD (Fin.last n) * majC 0 : Op (n + 1)) ψ := by
    rw [boundary_bond_right]
    change I • (majD (Fin.last n) * majC 0 : Op (n + 1)) (parity ψ) = _
    rw [hψ, map_smul, smul_smul]
  unfold closedChain majoranaRing
  rw [hbulk, hfield]
  change -(J • ((-I) • (∑ j : Fin n, majD j.castSucc * majC j.succ : Op (n + 1)) ψ
        + (X (Fin.last n) * X 0 : Op (n + 1)) ψ))
      - h • ((-I) • (∑ j : Fin (n + 1), majC j * majD j : Op (n + 1)) ψ)
    = (I * J) • ((∑ j : Fin n, majD j.castSucc * majC j.succ : Op (n + 1)) ψ
        + (-p) • (majD (Fin.last n) * majC 0 : Op (n + 1)) ψ)
      + (I * h) • (∑ j : Fin (n + 1), majC j * majD j : Op (n + 1)) ψ
  rw [hb]
  module

/-- No single number `η` gives `X_n X_0 = η d_n c_0` on the whole state space. -/
theorem no_uniform_boundary_factor (n : ℕ) (η : ℂ) :
    X (Fin.last n) * X 0 ≠ η • (majD (Fin.last n) * majC 0) := by
  intro h
  have h2 : I • (parity * (X (Fin.last n) * X 0)) = η • (X (Fin.last n) * X 0) := by
    conv_rhs => rw [boundary_bond]
    rw [h, mul_smul_comm, smul_comm, mul_assoc]
  -- compare amplitudes of the uniform state on an even and an odd bit string
  have h3 : ∀ s : Fin (n + 1) → Bool, I * ((∏ k, sgn (s k)) * 1) = η * 1 :=
    fun s => congrFun (LinearMap.congr_fun h2 (fun _ => 1)) s
  have e1 : I = η := by simpa [sgn] using h3 (fun _ => false)
  have e2 : -I = η := by simpa [sgn] using h3 (fun k => decide (k = 0))
  have e3 : I = 0 := by linear_combination (e1 - e2) / 2
  exact Complex.I_ne_zero e3

end

end PeriodicJordanWigner
```

```lean
#print axioms PeriodicJordanWigner.closedChain_on_parity_sector
#print axioms PeriodicJordanWigner.no_uniform_boundary_factor
```

```
'PeriodicJordanWigner.closedChain_on_parity_sector' depends on axioms: [propext, Classical.choice, Quot.sound]
'PeriodicJordanWigner.no_uniform_boundary_factor' depends on axioms: [propext, Classical.choice, Quot.sound]
```

## How the lemmas follow the algebra

`pauli_products` proves the four one-site rules by comparing amplitudes. In each case `change` writes out the action on a bit string, and the rest is arithmetic with three facts: a sign squares to 1, flipping a bit reverses its sign, and flipping it twice restores the bit string.

`zString_build` shows that the diagonal string operator really is a product of `Z` operators, added one site at a time. `zString_mul_self` is \(S^2=1\), and `zString_comm` lets a string pass an \(X\) outside its support.

In `boundary_bond`, `hu` splits the set of all sites into the last site and those before it, which is \(P=Z_nS_n\). The rewriting in `hp` then cancels the two strings and applies \(ZY=-iX\), while `hc` identifies \(c_0\) with \(X_0\).

`boundary_bond_right` moves the parity. Its step `hanti` proves \(PX_j=-X_jP\) by separating \(Z_j\) from the rest of the string, `hB` uses this twice, and `hD` is \(i\,d_nc_0=PX_nX_0\).

The `calc` block in `bulk_bond` is the computation of \(d_jc_{j+1}\) above, with `A` standing for \(S_j\). `field_term` does the same for \(c_jd_j\).

In `closedChain_on_parity_sector`, `hbulk` and `hfield` sum these identities, and `hb` replaces the parity by the number \(p\) once it acts on the state. After these substitutions, `module` collects the scalar coefficients.

Finally, `no_uniform_boundary_factor` derives \(iPX_nX_0=\eta X_nX_0\) as `h2` and evaluates it on the uniform state. The all-`false` string gives `e1`, the string with only site 0 set to `true` gives `e2`, and together they would force \(i=0\).
